# For square RPA amplitude matrices, orthonormality and completeness are equivalent

A random-phase approximation (RPA) calculation of excited states, or its linear-response TDDFT or Bethe–Salpeter relative, returns for each excitation a column of excitation amplitudes and a column of de-excitation amplitudes. For a stable reference state with no zero-energy excitations, the modes can be chosen normalised and orthogonal to one another and to every conjugate partner, the solution obtained by exchanging a mode's two columns and complex-conjugating them. Norms and overlaps are taken here in an indefinite metric, which counts the de-excitation amplitudes negatively. These are statements about sums over particle–hole pairs. A sum rule or an expansion of a perturbation in the modes needs sums over the modes themselves. Does the first set of relations guarantee the second?

It does when there are as many modes as particle–hole pairs. In a finite basis with the full set of modes, this lets the sum over RPA modes, with their conjugate partners counted negatively, be replaced by the identity.

## Amplitudes and the two sets of relations

Let $X_{i\nu}$ and $Y_{i\nu}$ be the excitation and de-excitation amplitudes of mode $\nu$ on particle–hole pair $i$. A bar denotes entrywise complex conjugation, $T$ the transpose and $\dagger$ the conjugate transpose. Orthonormality means

$$X^\dagger X-Y^\dagger Y=1,\qquad X^TY=Y^TX,$$

and completeness means

$$XX^\dagger-\bar Y Y^T=1,\qquad XY^\dagger=\bar Y X^T.$$

In Lean the entries lie in `𝕜`, which is ℝ or ℂ, and the finite type `n` labels both rows and columns. The notation `Xᴴ` stands for $X^\dagger$, and `Y.map star` for $\bar Y$.

```lean
import Mathlib

open Matrix

namespace RPACompleteness

variable {n 𝕜 : Type*} [Fintype n] [DecidableEq n] [RCLike 𝕜]

/-- Orthonormality of the RPA modes in the indefinite metric, together with their orthogonality to
all conjugate partners: the columns of `X` and `Y` are the excitation and de-excitation amplitudes
of the modes. -/
def IsOrthonormal (X Y : Matrix n n 𝕜) : Prop :=
  Xᴴ * X - Yᴴ * Y = 1 ∧ Xᵀ * Y = Yᵀ * X

/-- Completeness of the RPA modes: the sums over modes, with their conjugate partners counted
negatively, resolve the identity. Here `Y.map star` is the entrywise complex conjugate of `Y`. -/
def IsComplete (X Y : Matrix n n 𝕜) : Prop :=
  X * Xᴴ - Y.map star * Yᵀ = 1 ∧ X * Yᴴ = Y.map star * Xᵀ
```

The matrices $A$ and $B$ of the RPA eigenvalue problem do not appear. The amplitudes are given, and whether a particular Hamiltonian supplies such a set is a separate question.

## Unit norm in the indefinite metric

The relation $X^\dagger X-Y^\dagger Y=1$ says that each mode has norm $+1$ when de-excitation amplitudes count negatively, and that different modes are orthogonal in the same metric. In the quasi-boson picture, where particle–hole pair operators are treated as bosons, it is the commutator $[Q_\mu,Q_\nu^\dagger]=\delta_{\mu\nu}$ of the mode operators.

Every mode $(X_\nu,Y_\nu)$ has a conjugate partner $(\bar Y_\nu,\bar X_\nu)$, which has norm $-1$. Put the modes and then the partners into the columns of one matrix $U$, and collect the metric overlaps in a second matrix $L$:

$$U=\begin{pmatrix}X&\bar Y\\ Y&\bar X\end{pmatrix},\qquad L=\begin{pmatrix}X^\dagger&-Y^\dagger\\-Y^T&X^T\end{pmatrix}.$$

The lower rows of $L$ carry the opposite sign to the overlap with a partner, which compensates for the partner's negative norm. These matrices are `modes` and `overlaps`; the index type `n ⊕ n` holds two copies of `n`.

```lean
/-- The matrix whose columns are the modes `(X, Y)` followed by their conjugate partners. -/
def modes (X Y : Matrix n n 𝕜) : Matrix (n ⊕ n) (n ⊕ n) 𝕜 :=
  fromBlocks X (Y.map star) Y (X.map star)

/-- The matrix that takes the metric overlaps of a vector with the modes and, with the opposite
sign, with their conjugate partners. -/
def overlaps (X Y : Matrix n n 𝕜) : Matrix (n ⊕ n) (n ⊕ n) 𝕜 :=
  fromBlocks Xᴴ (-Yᴴ) (-Yᵀ) Xᵀ
```

Multiplying the blocks gives

$$LU=\begin{pmatrix}X^\dagger X-Y^\dagger Y & X^\dagger\bar Y-Y^\dagger\bar X\\ X^TY-Y^TX & X^T\bar X-Y^T\bar Y\end{pmatrix}.$$

The normalisation makes the upper left block the identity. Its transpose, $X^T\bar X-Y^T\bar Y=1$, does the same for the lower right block. The second orthonormality relation removes the lower left block, and its complex conjugate, $X^\dagger\bar Y=Y^\dagger\bar X$, removes the upper right one. Hence orthonormality gives $LU=1$; conversely, the left-hand blocks of $LU=1$ are the two orthonormality relations.

The next lemma supplies the two derived blocks. It transposes the first relation and takes the conjugate transpose of the second, which yields the conjugated relation with its sides exchanged.

```lean
/-- If the modes satisfy `IsOrthonormal`, their conjugate partners have norm `-1` and are orthogonal
to one another, and each mode is orthogonal to every partner. -/
theorem IsOrthonormal.partners {X Y : Matrix n n 𝕜} (h : IsOrthonormal X Y) :
    Xᵀ * X.map star - Yᵀ * Y.map star = 1 ∧ Xᴴ * Y.map star = Yᴴ * X.map star := by
  constructor
  · have h1 := congrArg transpose h.1
    rw [transpose_sub, transpose_mul, transpose_mul, transpose_one] at h1
    exact h1
  · have h2 := congrArg conjTranspose h.2
    rw [conjTranspose_mul, conjTranspose_mul] at h2
    exact h2.symm
```

Without the normalisation, completeness fails even for one mode. Take $X=\cos\theta$ and $Y=\sin\theta$, normalised in the ordinary Euclidean sense. The second orthonormality relation holds automatically for numbers, but $X^2-Y^2=\cos2\theta$, which equals 1 only if the de-excitation amplitude vanishes.

## As many modes as particle–hole pairs

The third hypothesis is that $X$ and $Y$ are square: the solver has returned the entire set of positive-norm modes. Lean expresses this through the type `Matrix n n 𝕜`, so it needs no separate assumption in the theorem.

By hand, squareness enters when the order of the factors is reversed. If $LU=1$, then $Ux=0$ implies $x=LUx=0$, so $U$ is injective. A finite square matrix that is injective is also surjective. Any vector $v$ can therefore be written as $v=Ux$, and

$$ULv=ULUx=Ux=v.$$

Thus $UL=1$. The same argument with the factors exchanged gives the converse. The reversed product is

$$UL=\begin{pmatrix}XX^\dagger-\bar YY^T & \bar YX^T-XY^\dagger\\ YX^\dagger-\bar XY^T & \bar XX^T-YY^\dagger\end{pmatrix}.$$

Its upper blocks give the two completeness relations. The lower right block is the transpose of the upper left. The lower left vanishes by the conjugate transpose of $XY^\dagger=\bar YX^T$. The lemma `IsComplete.partners` records these lower relations:

```lean
/-- The completeness relations of the modes imply the corresponding relations for the
de-excitation components. -/
theorem IsComplete.partners {X Y : Matrix n n 𝕜} (h : IsComplete X Y) :
    X.map star * Xᵀ - Y * Yᴴ = 1 ∧ Y * Xᴴ = X.map star * Yᵀ := by
  constructor
  · have h1 := congrArg transpose h.1
    rw [transpose_sub, transpose_mul, transpose_mul, transpose_transpose, transpose_one] at h1
    exact h1
  · have e : (Y.map star)ᴴ = Yᵀ := Matrix.ext fun i j => star_star (Y j i)
    have h2 := congrArg conjTranspose h.2
    rw [conjTranspose_mul, conjTranspose_mul, conjTranspose_conjTranspose, e] at h2
    exact h2
```

Two equivalences now translate between block equations and the physical relations. In each, `fromBlocks_multiply` carries out the block product and `fromBlocks_inj` compares it with the identity block by block. The calls to `linear_combination` match each block to the required relation, with `noncomm_ring` rearranging terms while respecting the order of matrix products.

```lean
/-- The modes are orthonormal exactly when the overlap matrix is a left inverse of the
mode matrix. -/
theorem overlaps_mul_modes (X Y : Matrix n n 𝕜) :
    overlaps X Y * modes X Y = 1 ↔ IsOrthonormal X Y := by
  rw [overlaps, modes, fromBlocks_multiply, ← fromBlocks_one, fromBlocks_inj]
  constructor
  · rintro ⟨h1, -, h3, -⟩
    exact ⟨by linear_combination (norm := noncomm_ring) h1,
      by linear_combination (norm := noncomm_ring) h3⟩
  · intro h
    have hp := h.partners
    exact ⟨by linear_combination (norm := noncomm_ring) h.1,
      by linear_combination (norm := noncomm_ring) hp.2,
      by linear_combination (norm := noncomm_ring) h.2,
      by linear_combination (norm := noncomm_ring) hp.1⟩

/-- The modes are complete exactly when the overlap matrix is a right inverse of the
mode matrix. -/
theorem modes_mul_overlaps (X Y : Matrix n n 𝕜) :
    modes X Y * overlaps X Y = 1 ↔ IsComplete X Y := by
  rw [overlaps, modes, fromBlocks_multiply, ← fromBlocks_one, fromBlocks_inj]
  constructor
  · rintro ⟨h1, h2, -, -⟩
    exact ⟨by linear_combination (norm := noncomm_ring) h1,
      by linear_combination (norm := noncomm_ring) -h2⟩
  · intro h
    have hp := h.partners
    exact ⟨by linear_combination (norm := noncomm_ring) h.1,
      by linear_combination (norm := noncomm_ring) -h.2,
      by linear_combination (norm := noncomm_ring) hp.2,
      by linear_combination (norm := noncomm_ring) hp.1⟩
```

The main theorem combines them. Squareness does its work in `mul_eq_one_comm`, which says that $LU=1$ and $UL=1$ are equivalent for finite square matrices.

```lean
/-- For square amplitude matrices, real or complex, the RPA modes are orthonormal in the indefinite
metric and orthogonal to all conjugate partners if and only if they are complete. -/
theorem orthonormal_iff_complete (X Y : Matrix n n 𝕜) :
    IsOrthonormal X Y ↔ IsComplete X Y := by
  -- a left inverse of a finite square matrix is also a right inverse
  rw [← overlaps_mul_modes, ← modes_mul_overlaps, mul_eq_one_comm]
```

A truncated calculation shows what happens without this hypothesis. If an iterative solver returns $m<N$ orthonormal modes for $N$ pairs, then

$$\operatorname{tr}(XX^\dagger-\bar YY^T)=\operatorname{tr}(X^\dagger X-Y^\dagger Y)=m,$$

whereas the $N\times N$ identity has trace $N$. The lowest few roots can be perfectly orthonormal and still violate the completeness relation.

For real amplitudes the bars disappear and $\dagger$ becomes $T$. The equivalence is then between $X^TX-Y^TY=1$, $X^TY=Y^TX$ and $XX^T-YY^T=1$, $XY^T=YX^T$. The proof establishes that conjugation acts trivially and specialises the general theorem.

```lean
/-- For real square amplitude matrices, the orthonormality relations summed over particle-hole
pairs are equivalent to the completeness relations summed over modes. -/
theorem real_orthonormal_iff_complete (X Y : Matrix n n ℝ) :
    (Xᵀ * X - Yᵀ * Y = 1 ∧ Xᵀ * Y = Yᵀ * X) ↔
      (X * Xᵀ - Y * Yᵀ = 1 ∧ X * Yᵀ = Y * Xᵀ) := by
  -- complex conjugation does nothing to real matrices
  have hm : ∀ A : Matrix n n ℝ, A.map star = A :=
    fun A => Matrix.ext fun i j => star_trivial (A i j)
  have ht : ∀ A : Matrix n n ℝ, Aᴴ = Aᵀ :=
    fun A => Matrix.ext fun i j => star_trivial (A j i)
  have h := orthonormal_iff_complete X Y
  simpa only [IsOrthonormal, IsComplete, hm, ht] using h
```

Completeness also gives the expansion of an arbitrary pair of amplitude vectors $(p,q)$. The coefficients are $a=X^\dagger p-Y^\dagger q$ on the modes and $b=X^Tq-Y^Tp$ on the partners. Substituting them into the upper component gives

$$Xa+\bar Yb=(XX^\dagger-\bar YY^T)p+(\bar YX^T-XY^\dagger)q=p.$$

The lower component is

$$Ya+\bar Xb=(YX^\dagger-\bar XY^T)p+(\bar XX^T-YY^\dagger)q=q.$$

In the proof, `h1` and `h2` are the two resolutions of the identity applied to $p$ and $q$. Rewriting with `hc.2` and `hp.2` makes the cross terms cancel.

```lean
/-- Any pair of amplitudes `(p, q)` is a combination of orthonormal RPA modes and their conjugate
partners, with coefficients `Xᴴ p - Yᴴ q` and `Xᵀ q - Yᵀ p`. -/
theorem mode_expansion {X Y : Matrix n n 𝕜} (h : IsOrthonormal X Y) (p q : n → 𝕜) :
    X *ᵥ (Xᴴ *ᵥ p - Yᴴ *ᵥ q) + Y.map star *ᵥ (Xᵀ *ᵥ q - Yᵀ *ᵥ p) = p ∧
      Y *ᵥ (Xᴴ *ᵥ p - Yᴴ *ᵥ q) + X.map star *ᵥ (Xᵀ *ᵥ q - Yᵀ *ᵥ p) = q := by
  have hc := (orthonormal_iff_complete X Y).1 h
  have hp := hc.partners
  -- the two resolutions of the identity, applied to `p` and to `q`
  have h1 : (X * Xᴴ) *ᵥ p - (Y.map star * Yᵀ) *ᵥ p = p := by
    rw [← Matrix.sub_mulVec, hc.1, Matrix.one_mulVec]
  have h2 : (X.map star * Xᵀ) *ᵥ q - (Y * Yᴴ) *ᵥ q = q := by
    rw [← Matrix.sub_mulVec, hp.1, Matrix.one_mulVec]
  simp only [Matrix.mulVec_sub, Matrix.mulVec_mulVec]
  rw [hc.2, hp.2]
  exact ⟨Eq.trans (by abel) h1, Eq.trans (by abel) h2⟩
```

## No overlap between modes and partners

The relation $X^TY=Y^TX$ says that every mode is orthogonal to every conjugate partner. In the quasi-boson picture it is $[Q_\mu^\dagger,Q_\nu^\dagger]=0$: creating two excitations gives the same result in either order. For a single mode it is automatic, so it first matters with two.

In the derivation it clears the off-diagonal blocks of $LU$. In the proof it is `h.2` inside `overlaps_mul_modes`, together with its conjugated form `hp.2`.

A complex two-mode example satisfies both orthonormality relations:

$$X=(1+i)\begin{pmatrix}1&0\\0&1\end{pmatrix},\qquad Y=\begin{pmatrix}0&1\\1&0\end{pmatrix}.$$

Here $X^\dagger X=2\cdot1$ and $Y^\dagger Y=1$, so their difference is the identity, and $X^TY=(1+i)Y=Y^TX$. To see the expansion at work, take $p=(1,0)^T$ and $q=0$. The coefficients are $a=(1-i,0)^T$ and $b=(0,-1)^T$. Then

$$Xa+\bar Yb=\begin{pmatrix}2\\0\end{pmatrix}+\begin{pmatrix}-1\\0\end{pmatrix}=p,$$

$$Ya+\bar Xb=\begin{pmatrix}0\\1-i\end{pmatrix}-\begin{pmatrix}0\\1-i\end{pmatrix}=0=q.$$

The Lean theorem checks the orthonormality of this pair entry by entry.

```lean
/-- An explicit pair of complex two-mode amplitude matrices, with nonzero de-excitation part,
is orthonormal. -/
theorem isOrthonormal_witness :
    IsOrthonormal (!![1 + Complex.I, 0; 0, 1 + Complex.I] : Matrix (Fin 2) (Fin 2) ℂ)
      !![0, 1; 1, 0] := by
  constructor <;> ext i j <;> fin_cases i <;> fin_cases j <;>
    norm_num [Matrix.mul_apply, Fin.sum_univ_two, Matrix.one_apply, Complex.ext_iff]
```

If the partner condition is missing, normalisation alone is too weak. Consider

$$X=\begin{pmatrix}5/3&0\\0&1\end{pmatrix},\qquad Y=\begin{pmatrix}0&0\\4/3&0\end{pmatrix}.$$

Since $Y^TY=\operatorname{diag}(16/9,0)$, the difference $X^TX-Y^TY$ is the identity. But $YY^T=\operatorname{diag}(0,16/9)$, and therefore

$$XX^T-YY^T=\operatorname{diag}(25/9,-7/9).$$

The failure is visible in $X^TY$, whose only nonzero entry, $4/3$, lies off the diagonal, so the matrix is not symmetric. The formal proof obtains its contradiction from the upper left entry, $25/9$ instead of 1.

```lean
/-- The normalisation `Xᵀ X - Yᵀ Y = 1` alone does not give `X Xᵀ - Y Yᵀ = 1`: these two real
matrices satisfy the first relation and violate the second. -/
theorem normalisation_alone_insufficient :
    let X : Matrix (Fin 2) (Fin 2) ℝ := !![5 / 3, 0; 0, 1]
    let Y : Matrix (Fin 2) (Fin 2) ℝ := !![0, 0; 4 / 3, 0]
    Xᵀ * X - Yᵀ * Y = 1 ∧ X * Xᵀ - Y * Yᵀ ≠ 1 := by
  intro X Y
  constructor
  · ext i j
    fin_cases i <;> fin_cases j <;>
      norm_num [X, Y, Matrix.mul_apply, Fin.sum_univ_two, Matrix.one_apply]
  · intro h
    -- the upper left entry is 25/9 instead of 1
    have h00 := congrFun (congrFun h 0) 0
    simp only [Matrix.sub_apply, Matrix.mul_apply, Fin.sum_univ_two, Matrix.transpose_apply,
      Matrix.one_apply_eq] at h00
    norm_num [X, Y] at h00

end RPACompleteness
```

```lean
#print axioms RPACompleteness.real_orthonormal_iff_complete
#print axioms RPACompleteness.mode_expansion
#print axioms RPACompleteness.normalisation_alone_insufficient
```

```
'RPACompleteness.real_orthonormal_iff_complete' depends on axioms: [propext, Classical.choice, Quot.sound]
'RPACompleteness.mode_expansion' depends on axioms: [propext, Classical.choice, Quot.sound]
'RPACompleteness.normalisation_alone_insufficient' depends on axioms: [propext, Classical.choice, Quot.sound]
```

## Checking the amplitudes in a real RPA code

With real orbitals, the RPA equations are $AX+BY=X\Omega$ and $BX+AY=-Y\Omega$. Here $\Omega$ is the diagonal matrix of excitation energies, and $A$ and $B$ are real symmetric matrices: $A$ acts among the excitations, and $B$ couples them to the de-excitations. If $A+B$ and $A-B$ are positive definite, a full diagonalisation can work with the symmetric matrix $(A-B)^{1/2}(A+B)(A-B)^{1/2}$. Its eigenvalues are the diagonal entries of $\Omega^2$; let $Z$ be its orthogonal matrix of eigenvectors. The amplitudes follow from

$$X+Y=(A-B)^{1/2}Z\Omega^{-1/2},\qquad X-Y=(A-B)^{-1/2}Z\Omega^{1/2}.$$

Multiplying these expressions gives $(X-Y)^T(X+Y)=1$. Expanded, the left side is

$$(X^TX-Y^TY)+(X^TY-Y^TX).$$

The first bracket is symmetric and the second antisymmetric, so this one product tests both real orthonormality relations. A code that monitors only $X^TX-Y^TY$ would accept the amplitudes of the last example; the combined product exposes them. Once the combined test passes for a full square set, the completeness relations hold too, up to a numerical error that can exceed the residual of the test when the amplitudes are large.
